# The hindered-rotor average of $e^{u\cos(nt)}$ is the same series in $u$ for every $n\ge 1$

For every real $u$ and every integer $n\ge 1$,

$$\frac{1}{2\pi}\int_0^{2\pi} e^{u\cos(nt)}\,dt=\sum_{k=0}^{\infty}\frac{(u/2)^{2k}}{(k!)^2}.$$

The right-hand side does not contain $n$, so at the same $u$ the average is the same for a rotor with one well, two wells or three. For a single torsion with the potential $\tfrac V2(1-\cos(nt))$ at temperature $T$, set $u=V/(2k_BT)$. Then $e^{-u}$ times this average is the classical configurational factor of the internal rotation, relative to free rotation.

## The average, its moments and the potential

```lean
import Mathlib

open Real

namespace HinderedRotor

noncomputable section
```

These lines load the mathematical library Mathlib and let $\pi$ be written as `π`. The names that follow all belong to the namespace `HinderedRotor`.

```lean
/-- The average of `exp (u cos (n t))` over one full turn of the torsional angle `t`. -/
def rotorAverage (u : ℝ) (n : ℕ) : ℝ :=
  (1 / (2 * π)) * ∫ t in (0 : ℝ)..(2 * π), Real.exp (u * Real.cos (n * t))
```

`rotorAverage u n` is the left-hand side of the formula above; call it $A_n(u)$. The types say that $u$ is a real number (`ℝ`) and $n$ a natural number (`ℕ`), which in Lean may be zero. The angle $t$ is in radians and runs over one full turn.

```lean
/-- The average of the `m`-th power of `cos (n t)` over one full turn. -/
def cosMoment (n m : ℕ) : ℝ :=
  (1 / (2 * π)) * ∫ t in (0 : ℝ)..(2 * π), Real.cos (n * t) ^ m
```

`cosMoment n m` is the average of a power of the cosine,

$$M_n(m)=\frac{1}{2\pi}\int_0^{2\pi}\cos^m(nt)\,dt .$$

```lean
/-- The torsional potential `V/2 (1 - cos (n t))`. For `V > 0` and `n ≥ 1` it has barrier height `V`
and a minimum of zero energy at `t = 0`. -/
def torsionPotential (V : ℝ) (n : ℕ) (t : ℝ) : ℝ :=
  V / 2 * (1 - Real.cos (n * t))
```

This is the torsional potential $E(t)=\tfrac{V}{2}\,(1-\cos(nt))$. For $V>0$ and $n\ge1$ it has $n$ equivalent wells of energy zero, one of them at $t=0$, separated by barriers of height $V$. The definition accepts any real $V$.

```lean
/-- The classical configurational factor of the hindered rotor relative to free rotation:
the angular average of the Boltzmann factor at inverse temperature `β`. -/
def configurationalFactor (β V : ℝ) (n : ℕ) : ℝ :=
  (1 / (2 * π)) * ∫ t in (0 : ℝ)..(2 * π), Real.exp (-β * torsionPotential V n t)
```

The configurational factor is the angular average of the Boltzmann factor $e^{-\beta E(t)}$, where $\beta=1/(k_BT)$ is the inverse temperature. It equals 1 when $V=0$. If the reduced moment of inertia is constant, the momentum integral is the same with and without the barrier, and this factor is the ratio of the hindered to the free classical partition function. The average covers the whole turn, with no division by a symmetry number.

## Moments of the cosine

```lean
/-- For `n ≥ 1`, two more powers of `cos (n t)` multiply its average by `(m + 1) / (m + 2)`, and the
average of the first power vanishes. -/
theorem cosMoment_recursion {n : ℕ} (hn : n ≠ 0) :
    cosMoment n 1 = 0 ∧
      ∀ m : ℕ, cosMoment n (m + 2) = ((m : ℝ) + 1) / (m + 2) * cosMoment n m := by
  have hn' : (n : ℝ) ≠ 0 := Nat.cast_ne_zero.mpr hn
  -- rescale the angle: `n` periods of the plain cosine
  have key : ∀ m : ℕ, ∫ t in (0 : ℝ)..(2 * π), Real.cos (n * t) ^ m
      = (n : ℝ)⁻¹ * ∫ x in (0 : ℝ)..(n * (2 * π)), Real.cos x ^ m := by
    intro m
    have h := intervalIntegral.integral_comp_mul_left (a := 0) (b := 2 * π)
      (fun x => Real.cos x ^ m) hn'
    simpa only [mul_zero, smul_eq_mul] using h
  have hsin : Real.sin (n * (2 * π)) = 0 := by
    rw [show (n : ℝ) * (2 * π) = ((2 * n : ℕ) : ℝ) * π by push_cast; ring]
    exact Real.sin_nat_mul_pi _
  constructor
  · unfold cosMoment
    rw [key 1]
    simp only [pow_one]
    rw [integral_cos, hsin, Real.sin_zero]
    ring
  · intro m
    unfold cosMoment
    -- integration by parts; the boundary terms vanish after whole turns
    rw [key (m + 2), key m, integral_cos_pow, hsin]
    simp only [Real.sin_zero, mul_zero, sub_zero, zero_div, zero_add]
    ring
```

A theorem in Lean lists its hypotheses, then the claim after the colon, then the proof after `:= by`. The hypothesis `hn : n ≠ 0` means $n\ge1$, since $n$ is a natural number. The symbol `∧` means "and", so there are two claims:

$$M_n(1)=0,\qquad M_n(m+2)=\frac{m+1}{m+2}\,M_n(m)\quad\text{for all } m\ge 0 .$$

By hand, substitute $x=nt$:

$$\int_0^{2\pi}\cos^m(nt)\,dt=\frac1n\int_0^{2\pi n}\cos^m x\,dx=\frac{1}{n}J_m ,$$

where $J_m$ denotes the last integral. This is the step `key`, and it needs $n\neq0$. For $m=1$, $J_1=\sin(2\pi n)-\sin 0=0$. For the recursion, integrate by parts:

$$J_{m+2}=\Big[\cos^{m+1}x\,\sin x\Big]_0^{2\pi n}+(m+1)\int_0^{2\pi n}\cos^m x\,\sin^2x\,dx .$$

The boundary term vanishes, and $\sin^2x=1-\cos^2x$ gives $J_{m+2}=(m+1)(J_m-J_{m+2})$. Solving for $J_{m+2}$ gives the stated ratio.

In the proof, `hsin` records $\sin(2\pi n)=0$, and Mathlib's `integral_cos_pow` supplies the integration by parts. The tactic `rw` replaces one side of an equation by the other, and `ring` finishes the algebra.

```lean
/-- For `n ≥ 1`, the odd powers of `cos (n t)` average to zero. -/
theorem cosMoment_odd {n : ℕ} (hn : n ≠ 0) (k : ℕ) : cosMoment n (2 * k + 1) = 0 := by
  induction k with
  | zero => exact (cosMoment_recursion hn).1
  | succ k ih =>
    rw [show 2 * (k + 1) + 1 = (2 * k + 1) + 2 by ring, (cosMoment_recursion hn).2, ih,
      mul_zero]
```

Every odd moment vanishes: $M_n(2k+1)=0$. The proof is by induction on $k$. The case $k=0$ is the first half of the previous theorem, and each further step multiplies zero by a finite ratio. The name `ih` stands for the induction hypothesis.

```lean
/-- For `n ≥ 1`, the power `2k` of `cos (n t)` averages to `(2k)! / (4^k (k!)^2)`. -/
theorem cosMoment_even {n : ℕ} (hn : n ≠ 0) (k : ℕ) :
    cosMoment n (2 * k)
      = ((2 * k).factorial : ℝ) / (4 ^ k * (k.factorial : ℝ) ^ 2) := by
  induction k with
  | zero =>
    have hpi : π ≠ 0 := Real.pi_ne_zero
    simp [cosMoment]
    try field_simp
  | succ k ih =>
    have h1 : ((2 * k + 2).factorial : ℝ)
        = (2 * k + 2) * (2 * k + 1) * ((2 * k).factorial : ℝ) := by
      rw [show 2 * k + 2 = (2 * k + 1) + 1 from rfl, Nat.factorial_succ, Nat.factorial_succ]
      push_cast
      ring
    have h2 : ((k + 1).factorial : ℝ) = (k + 1) * (k.factorial : ℝ) := by
      rw [Nat.factorial_succ]
      push_cast
      ring
    have hk : (k.factorial : ℝ) ≠ 0 := Nat.cast_ne_zero.mpr k.factorial_ne_zero
    have hk1 : (k : ℝ) + 1 ≠ 0 := by positivity
    have hk2 : 2 * (k : ℝ) + 2 ≠ 0 := by positivity
    rw [show 2 * (k + 1) = 2 * k + 2 by ring, (cosMoment_recursion hn).2, ih, h1, h2,
      pow_succ]
    push_cast
    field_simp
    try ring
```

The even moments are

$$M_n(2k)=\frac{(2k)!}{4^k(k!)^2}.$$

For $k=0$ both sides are 1. If the formula holds for $k$, the recursion with $m=2k$ gives

$$M_n(2k+2)=\frac{2k+1}{2k+2}\cdot\frac{(2k)!}{4^k(k!)^2}.$$

The formula for $k+1$ asks for

$$\frac{(2k+2)!}{4^{k+1}((k+1)!)^2}=\frac{(2k+2)(2k+1)}{4(k+1)^2}\cdot\frac{(2k)!}{4^k(k!)^2},$$

and the first factor on the right is indeed $(2k+1)/(2k+2)$. In Lean, `h1` and `h2` expand the two factorials, and `field_simp` clears the denominators.

## From the exponential to the series in $u$

```lean
/-- The rotor average is the sum of the cosine moments weighted by `u^m / m!`. -/
theorem hasSum_moments (u : ℝ) (n : ℕ) :
    HasSum (fun m : ℕ => u ^ m / (m.factorial : ℝ) * cosMoment n m) (rotorAverage u n) := by
  -- integrate the exponential series term by term, dominated by `|u|^m / m!`
  have h : HasSum
      (fun m : ℕ => ∫ t in (0 : ℝ)..(2 * π),
        (u * Real.cos (n * t)) ^ m / (m.factorial : ℝ))
      (∫ t in (0 : ℝ)..(2 * π), Real.exp (u * Real.cos (n * t))) := by
    refine intervalIntegral.hasSum_integral_of_dominated_convergence
      (fun m _ => |u| ^ m / (m.factorial : ℝ)) ?_ ?_ ?_ ?_ ?_
    · intro m
      exact (by fun_prop : Continuous fun t : ℝ =>
        (u * Real.cos (n * t)) ^ m / (m.factorial : ℝ)).aestronglyMeasurable
    · intro m
      refine Filter.Eventually.of_forall fun t _ => ?_
      simp only [Real.norm_eq_abs, abs_div, abs_pow, abs_mul, Nat.abs_cast]
      gcongr
      exact mul_le_of_le_one_right (abs_nonneg u) (Real.abs_cos_le_one _)
    · exact Filter.Eventually.of_forall fun t _ => Real.summable_pow_div_factorial |u|
    · exact continuous_const.intervalIntegrable _ _
    · refine Filter.Eventually.of_forall fun t _ => ?_
      rw [Real.exp_eq_exp_ℝ]
      exact NormedSpace.expSeries_div_hasSum_exp _
  have h' := h.mul_left (1 / (2 * π))
  have hterm : ∀ m : ℕ, u ^ m / (m.factorial : ℝ) * cosMoment n m
      = 1 / (2 * π) * ∫ t in (0 : ℝ)..(2 * π),
        (u * Real.cos (n * t)) ^ m / (m.factorial : ℝ) := by
    intro m
    have hm : ∫ t in (0 : ℝ)..(2 * π), (u * Real.cos (n * t)) ^ m / (m.factorial : ℝ)
        = u ^ m / (m.factorial : ℝ) * ∫ t in (0 : ℝ)..(2 * π), Real.cos (n * t) ^ m := by
      rw [← intervalIntegral.integral_const_mul]
      congr 1
      ext t
      ring
    rw [hm, cosMoment]
    ring
  simp only [hterm]
  exact h'
```

`HasSum f a` says that the series with terms `f` converges and that its sum is `a`. The theorem therefore reads

$$A_n(u)=\sum_{m=0}^\infty\frac{u^m}{m!}\,M_n(m).$$

There is no condition on $n$ here. By hand, expand the exponential and exchange the sum with the integral:

$$\int_0^{2\pi}\sum_{m=0}^{\infty}\frac{(u\cos(nt))^m}{m!}\,dt=\sum_{m=0}^{\infty}\frac{u^m}{m!}\int_0^{2\pi}\cos^m(nt)\,dt .$$

The exchange is justified by dominated convergence. Since $|\cos(nt)|\le1$, each term is at most $|u|^m/m!$ in absolute value, and these bounds have the finite sum $e^{|u|}$, which does not depend on $t$.

The tactic `refine` applies the dominated-convergence theorem and leaves five conditions, one for each bullet: the terms are measurable, they obey the bound, the bounds are summable, their sum is integrable over the turn, and the exponential series converges at each angle. The remaining lines multiply by $1/(2\pi)$ and take $u^m/m!$ out of the integral.

```lean
/-- For every `n ≥ 1` the hindered-rotor average of `exp (u cos (n t))` is the sum of the
convergent series with terms `(u/2)^(2k) / (k!)^2`. -/
theorem hasSum_rotorAverage (u : ℝ) {n : ℕ} (hn : n ≠ 0) :
    HasSum (fun k : ℕ => (u / 2) ^ (2 * k) / (k.factorial : ℝ) ^ 2) (rotorAverage u n) := by
  have hinj : Function.Injective (fun k : ℕ => 2 * k) := by
    intro a b h
    dsimp only at h
    omega
  -- only the even moments contribute
  have hodd : ∀ m ∉ Set.range (fun k : ℕ => 2 * k),
      u ^ m / (m.factorial : ℝ) * cosMoment n m = 0 := by
    intro m hm
    obtain ⟨k, rfl | rfl⟩ := m.even_or_odd'
    · exact absurd ⟨k, rfl⟩ hm
    · rw [cosMoment_odd hn, mul_zero]
  have h := (hinj.hasSum_iff hodd).2 (hasSum_moments u n)
  convert h using 1
  funext k
  have h4 : (u / 2) ^ (2 * k) = u ^ (2 * k) / 4 ^ k := by
    rw [div_pow, pow_mul (2 : ℝ) 2 k]
    norm_num
  have hk : ((2 * k).factorial : ℝ) ≠ 0 := Nat.cast_ne_zero.mpr (Nat.factorial_ne_zero _)
  have hk' : (k.factorial : ℝ) ≠ 0 := Nat.cast_ne_zero.mpr k.factorial_ne_zero
  simp only [Function.comp_apply]
  rw [cosMoment_even hn, h4]
  field_simp
```

This is the main theorem. The odd terms of the moment series are zero, and for $m=2k$ the factor $(2k)!$ cancels:

$$\frac{u^{2k}}{(2k)!}\cdot\frac{(2k)!}{4^k(k!)^2}=\frac{u^{2k}}{4^k(k!)^2}=\frac{(u/2)^{2k}}{(k!)^2}.$$

In the proof, `hodd` states that terms outside the even numbers vanish, and `hinj` that $k\mapsto2k$ never takes the same value twice. Together they allow the sum over all $m$ to be replaced by a sum over $k$. The tactic `convert` then leaves only the equality of terms displayed above.

The condition $n\ne0$ matters: for $n=0$ the cosine is constantly 1 and the average is $e^u$, which is not even in $u$.

```lean
/-- For all `m, n ≥ 1`, the rotor averages for `m` and `n` at the same `u` are equal. -/
theorem rotorAverage_independent (u : ℝ) {m n : ℕ} (hm : m ≠ 0) (hn : n ≠ 0) :
    rotorAverage u m = rotorAverage u n :=
  (hasSum_rotorAverage u hm).unique (hasSum_rotorAverage u hn)
```

Here `m` and `n` are both numbers of wells, and the claim is $A_m(u)=A_n(u)$ whenever neither is zero. Both averages are sums of the same series, and a convergent series has only one sum; `unique` expresses that fact.

```lean
/-- For `n ≥ 1`, the rotor average lies between `1 + u^2/4` and `exp (u^2/4)`. -/
theorem rotorAverage_bounds (u : ℝ) {n : ℕ} (hn : n ≠ 0) :
    1 + u ^ 2 / 4 ≤ rotorAverage u n ∧ rotorAverage u n ≤ Real.exp (u ^ 2 / 4) := by
  have hp : ∀ k : ℕ, (u / 2) ^ (2 * k) = (u ^ 2 / 4) ^ k := by
    intro k
    rw [pow_mul, show (u / 2) ^ 2 = u ^ 2 / 4 by ring]
  have h := hasSum_rotorAverage u hn
  simp only [hp] at h
  constructor
  · -- keep the first two terms of a series without negative terms
    have h2 := sum_le_hasSum (Finset.range 2) (fun k _ => by positivity) h
    simpa [Finset.sum_range_succ] using h2
  · -- replace `(k!)^2` by `k!`, which is no larger
    have he : HasSum (fun k : ℕ => (u ^ 2 / 4) ^ k / (k.factorial : ℝ))
        (Real.exp (u ^ 2 / 4)) := by
      rw [Real.exp_eq_exp_ℝ]
      exact NormedSpace.expSeries_div_hasSum_exp _
    refine hasSum_le (fun k => ?_) h he
    have h1 : (1 : ℝ) ≤ (k.factorial : ℝ) := by
      exact_mod_cast Nat.succ_le_of_lt k.factorial_pos
    exact div_le_div_of_nonneg_left (by positivity) (by linarith) (by nlinarith)
```

The series gives simple bounds on both sides:

$$1+\frac{u^2}{4}\le A_n(u)\le e^{u^2/4}.$$

Write the terms as $(u^2/4)^k/(k!)^2$, which is what `hp` does. None of them is negative, so the sum is at least its first two terms, $1+u^2/4$. For the upper bound, $k!\ge1$ gives $(k!)^2\ge k!$, so each term is at most $(u^2/4)^k/k!$, and these upper bounds add up to $e^{u^2/4}$. Both bounds are equalities at $u=0$. For $|u|>4$ the upper bound is weaker than $A_n(u)\le e^{|u|}$, which follows at once from $|\cos(nt)|\le1$, so it does not show how the average grows at large $|u|$.

## The factor for a barrier of height $V$

```lean
/-- For `n ≥ 1`, the configurational factor for the potential `V/2 (1 - cos (n t))` is `exp (-βV/2)`
times the series with terms `(βV/4)^(2k) / (k!)^2`. -/
theorem hasSum_configurationalFactor (β V : ℝ) {n : ℕ} (hn : n ≠ 0) :
    HasSum (fun k : ℕ => Real.exp (-(β * V / 2)) *
      ((β * V / 4) ^ (2 * k) / (k.factorial : ℝ) ^ 2)) (configurationalFactor β V n) := by
  -- split off the constant part of the potential
  have hf : configurationalFactor β V n
      = Real.exp (-(β * V / 2)) * rotorAverage (β * V / 2) n := by
    have hi : ∫ t in (0 : ℝ)..(2 * π), Real.exp (-β * torsionPotential V n t)
        = Real.exp (-(β * V / 2)) *
          ∫ t in (0 : ℝ)..(2 * π), Real.exp (β * V / 2 * Real.cos (n * t)) := by
      rw [← intervalIntegral.integral_const_mul]
      congr 1
      ext t
      rw [← Real.exp_add, torsionPotential]
      congr 1
      ring
    rw [configurationalFactor, hi, rotorAverage]
    ring
  have h := (hasSum_rotorAverage (β * V / 2) hn).mul_left (Real.exp (-(β * V / 2)))
  rw [show β * V / 2 / 2 = β * V / 4 by ring] at h
  rw [hf]
  exact h

end

end HinderedRotor
```

Write $Q_n(\beta,V)$ for `configurationalFactor β V n`. For all real $\beta$ and $V$ and every $n\ge1$,

$$Q_n(\beta,V)=\sum_{k=0}^\infty e^{-\beta V/2}\,\frac{(\beta V/4)^{2k}}{(k!)^2}.$$

The constant part of the potential factors out of the Boltzmann factor:

$$e^{-\beta\frac V2(1-\cos(nt))}=e^{-\beta V/2}\,e^{\frac{\beta V}{2}\cos(nt)} .$$

Averaging over the turn gives $Q_n(\beta,V)=e^{-\beta V/2}A_n(\beta V/2)$, which is the step `hf`. The main theorem with $u=\beta V/2$ then supplies the series, and $u/2=\beta V/4$ explains its argument. Because $\beta$ is used instead of the temperature, nothing is divided by $T$.

The model is classical and has one angle. Quantised torsional levels, tunnelling between wells, coupling to other motions and potentials with several cosine terms are not described by it.

```lean
#print axioms HinderedRotor.hasSum_rotorAverage
-- 'HinderedRotor.hasSum_rotorAverage' depends on axioms: [propext, Classical.choice, Quot.sound]
#print axioms HinderedRotor.rotorAverage_independent
-- 'HinderedRotor.rotorAverage_independent' depends on axioms: [propext, Classical.choice, Quot.sound]
#print axioms HinderedRotor.rotorAverage_bounds
-- 'HinderedRotor.rotorAverage_bounds' depends on axioms: [propext, Classical.choice, Quot.sound]
#print axioms HinderedRotor.hasSum_configurationalFactor
-- 'HinderedRotor.hasSum_configurationalFactor' depends on axioms: [propext, Classical.choice, Quot.sound]
```
